# Seniority formula for the pairing energy of states built by adding pairs to an unpaired state

In a degenerate shell with a constant pairing force, treat pairs spread evenly over the levels as independent bosons, and each of them gains the same pairing energy −Gw, where w is the number of pair levels and G the pairing strength. A full shell then comes out at −Gw², while the correct value is −Gw. The error comes from blocking: a level that is already occupied cannot take another pair. The commutation relations of the pair operators account for this exactly.

The states form a complex vector space V, and operators are linear maps from V to itself, written `Module.End ℂ V`.

In Lean 4 with Mathlib:

```lean
import Mathlib

open Module

namespace SeniorityPairing

noncomputable section

variable {V : Type*} [AddCommGroup V] [Module ℂ V]
```

Let P create a pair, spread evenly over all levels, let M remove one, and let N count particles. With fermion operators a†(k) and a†(k̄) for the two partners in level k, P is the sum of a†(k)a†(k̄) over k and M is its adjoint. Each level contributes 1 − n(k) − n(k̄) to the commutator of M and P, where n counts the particles in one partner state, and each pair carries two particles:

MP − PM = w − N
NP − PN = 2P

The structure `IsPairAlgebra` assumes these two relations, stated on every vector y, and does not derive them from fermion operators. It needs no inner product, and w may be any complex number.

```lean
/-- The commutation relations of pair creation `P`, pair annihilation `M` and particle
number `N` in a shell with pair capacity `w`. -/
structure IsPairAlgebra (P M N : Module.End ℂ V) (w : ℂ) : Prop where
  pair_comm : ∀ y, M (P y) - P (M y) = w • y - N y
  number_comm : ∀ y, N (P y) - P (N y) = (2 : ℂ) • P y
```

With single-particle energy ε, the Hamiltonian is

H = εN − G PM.

It describes one degenerate shell with a constant pairing force. Positive G means attraction, though the algebra holds for any complex ε and G.

```lean
/-- The pairing Hamiltonian `ε N - G P M`, with single-particle energy `ε` and pairing
strength `G`. -/
def pairingHamiltonian (P M N : Module.End ℂ V) (ε G : ℂ) : Module.End ℂ V :=
  ε • N - G • (P * M)
```

Let x be the starting state and p the number of added pairs. The state P^p x grows by one factor of P at a time:

P^(p+1) x = P(P^p x).

```lean
/-- The state with `p + 1` added pairs is obtained by creating one pair on top of `p` pairs. -/
theorem pair_succ (P : Module.End ℂ V) (x : V) (p : ℕ) :
    (P ^ (p + 1)) x = P ((P ^ p) x) := by
  rw [pow_succ', Module.End.mul_apply]
```

Suppose that x has v particles, Nx = vx. If P^p x has particle number v + 2p, then

N P^(p+1) x = P N P^p x + 2 P^(p+1) x = (v + 2p + 2) P^(p+1) x.

Induction from p = 0 gives v + 2p for every p. In the code, `number_comm` supplies the commutator, and `module` collects the coefficients.

```lean
variable {P M N : Module.End ℂ V} {w v : ℂ} {x : V}

/-- Adding `p` pairs to a state with `v` particles gives a state with particle number
`v + 2p`. -/
theorem number_of_pairs (h : IsPairAlgebra P M N w) (hN : N x = v • x) (p : ℕ) :
    N ((P ^ p) x) = (v + 2 * (p : ℂ)) • (P ^ p) x := by
  induction p with
  | zero => simp [hN]
  | succ p ih =>
    -- commute `N` through the outermost pair
    have e := h.number_comm ((P ^ p) x)
    rw [ih, map_smul] at e
    rw [pair_succ P x p, eq_add_of_sub_eq e]
    push_cast
    module
```

Suppose also that Mx = 0; such a state is called unpaired here. The number v is then the seniority. For one added pair,

M P x = P M x + (w − N)x = (w − v)x.

Assume M P^(p+1) x = (p+1)(w − v − p) P^p x. Moving M through one more pair gives

M P^(p+2) x = P M P^(p+1) x + (w − N) P^(p+1) x
= [(p+1)(w − v − p) + w − v − 2(p+1)] P^(p+1) x
= (p+2)(w − v − p − 1) P^(p+1) x,

which is the same statement with p + 1 in place of p. The particle number from the previous step enters through (w − N).

```lean
/-- If `x` has `v` particles and `M x = 0`, applying `M` to the state with `p + 1` added pairs gives
`(p + 1)(w - v - p)` times the state with `p` pairs. -/
theorem annihilate_pair (h : IsPairAlgebra P M N w) (hM : M x = 0) (hN : N x = v • x)
    (p : ℕ) :
    M ((P ^ (p + 1)) x) = (((p : ℂ) + 1) * (w - v - (p : ℂ))) • (P ^ p) x := by
  induction p with
  | zero =>
    have e := h.pair_comm x
    rw [hM, map_zero, sub_zero, hN] at e
    rw [pair_succ, pow_zero, Module.End.one_apply, e]
    push_cast
    module
  | succ p ih =>
    -- commute `M` through one pair; the commutator contributes `w - N`
    have e := h.pair_comm ((P ^ (p + 1)) x)
    rw [ih, number_of_pairs h hN, map_smul, ← pair_succ P x p] at e
    rw [pair_succ P x (p + 1), eq_add_of_sub_eq e]
    push_cast
    module
```

Applying P to this result restores the removed pair. After renaming p + 1 as p,

PM P^p x = p(w − v − p + 1) P^p x.

At p = 0 the left side vanishes because Mx = 0 and the right side because of the factor p; the proof treats this case separately. The equation also holds when P^p x = 0; it identifies an eigenvector only when P^p x is nonzero.

In a code that uses pair occupations as its basis, the formula for v = 0 can be read off the matrix. The block of PM with p pairs has p on the diagonal and 1 between configurations that differ by moving one pair. Every row sums to p + p(w − p) = p(w − p + 1), which is the eigenvalue of the uniform superposition.

```lean
/-- Seniority formula: if `x` has `v` particles and `M x = 0`, the state with `p` added pairs
satisfies the eigenvalue equation of `P M` with value `p (w - v - p + 1)`. -/
theorem seniority_formula (h : IsPairAlgebra P M N w) (hM : M x = 0) (hN : N x = v • x)
    (p : ℕ) :
    P (M ((P ^ p) x)) = ((p : ℂ) * (w - v - (p : ℂ) + 1)) • (P ^ p) x := by
  cases p with
  | zero => simp [hM]
  | succ p =>
    rw [annihilate_pair h hM hN, map_smul, ← pair_succ P x p]
    push_cast
    module
```

In terms of the total particle number n = v + 2p,

p = (n − v)/2
w − v − p + 1 = (2w − n − v + 2)/2,

and the energy takes Racah's form

E = εn − (G/4)(n − v)(2w − n − v + 2).

For an atomic shell of orbital angular momentum l, w = 2l + 1. This gives electronic-structure codes an exact reference for the constant-pairing model of a single degenerate shell, not for the full Coulomb multiplet problem.

```lean
/-- Racah's pairing energy in terms of the particle number `n = v + 2p` and the
seniority `v`. -/
theorem pairing_energy (h : IsPairAlgebra P M N w) (hM : M x = 0) (hN : N x = v • x)
    (ε G n : ℂ) (p : ℕ) (hn : n = v + 2 * (p : ℂ)) :
    pairingHamiltonian P M N ε G ((P ^ p) x) =
      (ε * n - G / 4 * ((n - v) * (2 * w - n - v + 2))) • (P ^ p) x := by
  subst hn
  change ε • N ((P ^ p) x) - G • P (M ((P ^ p) x)) = _
  rw [number_of_pairs h hN, seniority_formula h hM hN]
  module
```

Let V now have finite dimension d. If no P^p x vanished, the d + 1 states with p = 0, …, d would be eigenvectors of N with distinct eigenvalues v + 2p. They would be linearly independent, which is impossible in dimension d. Some P^m x is therefore zero.

```lean
/-- In a finite-dimensional state space, repeated pair creation on a state of definite
particle number eventually gives zero. -/
theorem pairs_terminate [FiniteDimensional ℂ V] (h : IsPairAlgebra P M N w)
    (hN : N x = v • x) : ∃ m : ℕ, (P ^ m) x = 0 := by
  by_contra hcon
  have hne : ∀ m : ℕ, (P ^ m) x ≠ 0 := fun m hm => hcon ⟨m, hm⟩
  -- otherwise there are too many independent eigenvectors of the number operator
  have hinj : Function.Injective
      (fun i : Fin (finrank ℂ V + 1) => v + 2 * ((i : ℕ) : ℂ)) := by
    intro i j hij
    have hij' : v + 2 * ((i : ℕ) : ℂ) = v + 2 * ((j : ℕ) : ℂ) := hij
    have hc : ((i : ℕ) : ℂ) = ((j : ℕ) : ℂ) := by linear_combination hij' / 2
    exact Fin.ext (by exact_mod_cast hc)
  have li := Module.End.eigenvectors_linearIndependent' N _ hinj
    (fun i => (P ^ (i : ℕ)) x)
    (fun i => ⟨Module.End.mem_eigenspace_iff.mpr (number_of_pairs h hN i), hne i⟩)
  have hcard := li.fintype_card_le_finrank
  rw [Fintype.card_fin] at hcard
  omega
```

Take x ≠ 0 and let m be the smallest number with P^m x = 0. Since m is not 0, write m = k + 1. Then

0 = M P^(k+1) x = (k+1)(w − v − k) P^k x,

and P^k x ≠ 0 forces w − v = k. States with p ≤ k are nonzero by the choice of m, and all later ones vanish because they contain P^(k+1) x. The shell thus accepts exactly w − v pairs on top of x. `Nat.find` selects m, and `annihilate_pair` gives the displayed equation.

The argument starts from a given x. That all states of a shell can be built from such starting states, as the seniority classification requires, is not derived here.

```lean
/-- In a finite-dimensional state space, a nonzero state with `v` particles that `M` annihilates has
`w - v` equal to a natural number `k`, and it accepts `p` pairs exactly when `p ≤ k`. -/
theorem pair_capacity [FiniteDimensional ℂ V] (h : IsPairAlgebra P M N w)
    (hM : M x = 0) (hN : N x = v • x) (hx : x ≠ 0) :
    ∃ k : ℕ, w - v = (k : ℂ) ∧ ∀ p : ℕ, (P ^ p) x ≠ 0 ↔ p ≤ k := by
  classical
  have hex := pairs_terminate h hN
  have hspec := Nat.find_spec hex
  have hmin : ∀ q : ℕ, q < Nat.find hex → (P ^ q) x ≠ 0 :=
    fun q hq => Nat.find_min hex hq
  generalize Nat.find hex = m at hspec hmin
  cases m with
  | zero => exact absurd (by simpa using hspec) hx
  | succ k =>
    refine ⟨k, ?_, fun p => ⟨fun hp => ?_, fun hp => hmin p (by omega)⟩⟩
    · -- removing a pair from the first vanishing state fixes the capacity
      have e := annihilate_pair h hM hN k
      rw [hspec, map_zero] at e
      have hk : (P ^ k) x ≠ 0 := hmin k (by omega)
      have hc := (smul_eq_zero.mp e.symm).resolve_right hk
      have hz := (mul_eq_zero.mp hc).resolve_left (Nat.cast_add_one_ne_zero k)
      linear_combination hz
    · by_contra hlt
      apply hp
      have hs : p = (p - (k + 1)) + (k + 1) := by omega
      rw [hs, pow_add, Module.End.mul_apply, hspec, map_zero]
```

Two pair levels, each empty or doubly occupied, give a concrete case with w = 2. In the basis empty, first filled, second filled, both filled, P takes the empty state to the sum of the two one-pair states, and each of those to the full state.

```lean
/-- Pair creation for two pair levels, in the basis: empty, first level filled, second
level filled, both filled. -/
def create : Matrix (Fin 4) (Fin 4) ℂ :=
  !![0, 0, 0, 0; 1, 0, 0, 0; 1, 0, 0, 0; 0, 1, 1, 0]
```

M reverses these moves, so its matrix is the transpose.

```lean
/-- Pair annihilation for two pair levels, in the same basis. -/
def annihilate : Matrix (Fin 4) (Fin 4) ℂ :=
  !![0, 1, 1, 0; 0, 0, 0, 1; 0, 0, 0, 1; 0, 0, 0, 0]
```

N is diagonal, with entries 0, 2, 2, 4.

```lean
/-- Particle number for two pair levels, in the same basis. -/
def number : Matrix (Fin 4) (Fin 4) ℂ :=
  !![0, 0, 0, 0; 0, 2, 0, 0; 0, 0, 2, 0; 0, 0, 0, 4]
```

The empty state has v = 0 and accepts two pairs. The antisymmetric one-pair state, normalised as (0, 1, −1, 0)/√2, is also annihilated by M, because its two contributions cancel. It has v = 2 and accepts none, although each of its two configurations has one doubly occupied level and no singly occupied one. Seniority here counts particles outside the evenly spread pairs. In quantum chemistry the same word often means the number of singly occupied orbitals, which is zero for this state.

The theorem checks both commutation relations and both states entry by entry, using the unnormalised vector `![0, 1, -1, 0]`; `mulVecLin` turns each matrix into a linear map.

```lean
/-- Two pair levels realise the pair algebra with `w = 2`; the empty shell and the
antisymmetric one-pair state are annihilated by `M` and have particle numbers 0 and 2. -/
theorem pairAlgebra_witness :
    IsPairAlgebra create.mulVecLin annihilate.mulVecLin number.mulVecLin 2 ∧
    (annihilate.mulVecLin ![1, 0, 0, 0] = 0 ∧
      number.mulVecLin ![1, 0, 0, 0] = (0 : ℂ) • ![1, 0, 0, 0]) ∧
    (annihilate.mulVecLin ![0, 1, -1, 0] = 0 ∧
      number.mulVecLin ![0, 1, -1, 0] = (2 : ℂ) • ![0, 1, -1, 0]) := by
  refine ⟨⟨fun y => ?_, fun y => ?_⟩, ⟨?_, ?_⟩, ⟨?_, ?_⟩⟩ <;> ext i <;> fin_cases i <;>
    simp [create, annihilate, number, Matrix.mulVec, dotProduct, Fin.sum_univ_four] <;>
    ring

end

end SeniorityPairing
```

```lean
#print axioms SeniorityPairing.seniority_formula
#print axioms SeniorityPairing.pairing_energy
#print axioms SeniorityPairing.pair_capacity
```

```
'SeniorityPairing.seniority_formula' depends on axioms: [propext, Classical.choice, Quot.sound]
'SeniorityPairing.pairing_energy' depends on axioms: [propext, Classical.choice, Quot.sound]
'SeniorityPairing.pair_capacity' depends on axioms: [propext, Classical.choice, Quot.sound]
```
